# The von Neumann equation for finite matrices conserves the trace of every power

Let $P(t)$ be a square complex matrix that depends on a real time $t$ and obeys, at every time,

$$P'(t) = -i\,\bigl(H(t)P(t) - P(t)H(t)\bigr),$$

with arbitrary complex matrices $H(t)$. Then $\operatorname{tr} P(t)^k$ has the same value at all times, for every natural number $k$. The matrices $H(t)$ need not be Hermitian, and they need not depend continuously on $t$. The commutator form is essential, however: with an absorbing potential, the density matrix obeys $P' = -i\,(HP - PH^\dagger)$ instead, and its trace is in general not conserved.

For a one-particle density matrix in an orthonormal basis, $k=1$ gives the particle number. The result applies to exact solutions of real-time mean-field dynamics in a fixed finite orthonormal basis, since $H(t)$ may be the Fock matrix evaluated along the trajectory; it says nothing about the error of a numerical time step.

## The equation of motion, entry by entry

The rows and columns are labelled by a finite type `n`, which stands for the basis.

```lean
import Mathlib

open Matrix

namespace DensityMatrixEvolution

noncomputable section

variable {n : Type*} [Fintype n]
```

The derivative of a matrix function is the matrix of the derivatives of its entries, so no matrix norm has to be chosen.

```lean
/-- The matrix function `A` has the derivative `A'` at time `t`, entry by entry. -/
def HasEntryDerivAt (A : ℝ → Matrix n n ℂ) (A' : Matrix n n ℂ) (t : ℝ) : Prop :=
  ∀ i j, HasDerivAt (fun s => A s i j) (A' i j) t
```

The equation of motion, with $\hbar = 1$, becomes a predicate on the pair $H, P$. It demands that the derivative exist and have the stated value at every real $t$. Nothing in it makes $P$ Hermitian, positive or normalised, so the theorems below hold for more than physical density matrices.

```lean
/-- The von Neumann equation `P'(t) = -i (H(t) P(t) - P(t) H(t))` at all times, with `ħ = 1`. -/
def SolvesVonNeumann (H P : ℝ → Matrix n n ℂ) : Prop :=
  ∀ t, HasEntryDerivAt P ((-Complex.I) • (H t * P t - P t * H t)) t
```

## Products and powers of solutions

An entry of a product is $(AB)_{ij} = \sum_k A_{ik}B_{kj}$, where $k$ is a summation index. Differentiating each term gives

$$(AB)'_{ij} = \sum_k \bigl(A'_{ik}B_{kj} + A_{ik}B'_{kj}\bigr), \qquad\text{that is,}\qquad (AB)' = A'B + AB'.$$

The proof applies the scalar product rule under the sum and then regroups the terms.

```lean
/-- The product rule for matrix functions of time, with the order of the factors kept. -/
theorem hasEntryDerivAt_mul {A B : ℝ → Matrix n n ℂ} {A' B' : Matrix n n ℂ} {t : ℝ}
    (hA : HasEntryDerivAt A A' t) (hB : HasEntryDerivAt B B' t) :
    HasEntryDerivAt (fun s => A s * B s) (A' * B t + A t * B') t := by
  intro i j
  have h := HasDerivAt.fun_sum (u := Finset.univ)
    (fun k _ => (hA i k).fun_mul (hB k j))
  simp only [Matrix.mul_apply, Matrix.add_apply, ← Finset.sum_add_distrib]
  exact h
```

Write $[H,A] = HA - AH$. If $A$ and $B$ both solve the equation with the same $H$, then

$$(AB)' = -i\,[H,A]\,B - i\,A\,[H,B] = -i\,(HAB - AHB + AHB - ABH) = -i\,[H,AB].$$

The middle terms cancel, and $AB$ is again a solution. In the code this identity is `e`, and `noncomm_ring` does the cancellation without exchanging factors.

```lean
/-- The product of two solutions of the von Neumann equation with the same `H` is a solution. -/
theorem solves_mul {H A B : ℝ → Matrix n n ℂ}
    (hA : SolvesVonNeumann H A) (hB : SolvesVonNeumann H B) :
    SolvesVonNeumann H (fun t => A t * B t) := by
  classical
  intro t
  have h := hasEntryDerivAt_mul (hA t) (hB t)
  -- the commutator with `H` is a derivation
  have e : (-Complex.I) • (H t * (A t * B t) - (A t * B t) * H t)
      = ((-Complex.I) • (H t * A t - A t * H t)) * B t
        + A t * ((-Complex.I) • (H t * B t - B t * H t)) := by
    rw [Matrix.smul_mul, Matrix.mul_smul, ← smul_add]
    congr 1
    noncomm_ring
  change HasEntryDerivAt (fun s => A s * B s)
    ((-Complex.I) • (H t * (A t * B t) - (A t * B t) * H t)) t
  rw [e]
  exact h
```

Every power of $P$ is therefore a solution, by induction on the exponent $k$. The power $P^0$ is the identity matrix, which is constant and commutes with $H$. If $P^k$ is a solution, so is $P^{k+1} = P^k P$.

```lean
/-- Every power of a solution of the von Neumann equation is a solution with the same `H`. -/
theorem solves_pow [DecidableEq n] {H P : ℝ → Matrix n n ℂ}
    (hP : SolvesVonNeumann H P) (k : ℕ) : SolvesVonNeumann H (fun t => P t ^ k) := by
  induction k with
  | zero =>
    intro t i j
    simp only [pow_zero, mul_one, one_mul, sub_self, smul_zero, Matrix.zero_apply]
    exact hasDerivAt_const t _
  | succ k ih =>
    simp only [pow_succ]
    exact solves_mul ih hP
```

## The trace does not change

For any solution $A$, the cyclic property of the trace gives

$$\frac{d}{dt}\operatorname{tr}A = -i\,\bigl(\operatorname{tr}(HA) - \operatorname{tr}(AH)\bigr) = 0.$$

A function on the real line whose derivative exists and vanishes everywhere is constant. No integral over $H$ is taken, which is why its continuity plays no part.

```lean
/-- The trace of a solution of the von Neumann equation is the same at any two times. -/
theorem trace_conserved {H A : ℝ → Matrix n n ℂ} (hA : SolvesVonNeumann H A) (s t : ℝ) :
    (A s).trace = (A t).trace := by
  have h : ∀ r, HasDerivAt (fun x => (A x).trace) 0 r := by
    intro r
    have h := HasDerivAt.fun_sum (u := Finset.univ) (fun i _ => hA r i i)
    refine h.congr_deriv ?_
    -- the trace of a commutator vanishes
    change Matrix.trace ((-Complex.I) • (H r * A r - A r * H r)) = 0
    rw [Matrix.trace_smul, Matrix.trace_sub, Matrix.trace_mul_comm (H r) (A r),
      sub_self, smul_zero]
  exact is_const_of_deriv_eq_zero (fun r => (h r).differentiableAt) (fun r => (h r).deriv) s t
```

Taking $A = P^k$ proves the main result, stated as an equality between any two times `s` and `t`.

```lean
/-- Under the von Neumann equation with arbitrary matrices `H(t)`, the trace of every power of
the density matrix is the same at any two times. -/
theorem trace_pow_conserved [DecidableEq n] {H P : ℝ → Matrix n n ℂ}
    (hP : SolvesVonNeumann H P) (k : ℕ) (s t : ℝ) :
    (P s ^ k).trace = (P t ^ k).trace :=
  trace_conserved (solves_pow hP k) s t
```

## Hermitian $H(t)$: uniqueness, idempotency and Hermiticity

Now let every $H(t)$ be Hermitian. Taking the adjoint of the equation for $A$ gives

$$(A^\dagger)' = \bigl(-i(HA - AH)\bigr)^\dagger = i\,(A^\dagger H - HA^\dagger) = -i\,[H, A^\dagger],$$

so $A^\dagger$ is a solution too. Lean writes the adjoint as `ᴴ`.

```lean
/-- For Hermitian `H(t)`, the adjoint of a solution of the von Neumann equation is a solution. -/
theorem solves_conjTranspose {H A : ℝ → Matrix n n ℂ} (hH : ∀ t, (H t).IsHermitian)
    (hA : SolvesVonNeumann H A) : SolvesVonNeumann H (fun t => (A t)ᴴ) := by
  intro t i j
  have e : ((-Complex.I) • (H t * A t - A t * H t))ᴴ
      = (-Complex.I) • (H t * (A t)ᴴ - (A t)ᴴ * H t) := by
    have hI : star (-Complex.I) = Complex.I := by simp
    rw [Matrix.conjTranspose_smul, Matrix.conjTranspose_sub, Matrix.conjTranspose_mul,
      Matrix.conjTranspose_mul, (hH t).eq, hI]
    module
  exact (hA t j i).star.congr_deriv (congrFun (congrFun e i) j)
```

Let $A$ and $B$ be two solutions that agree at a time $t_0$. The equation is linear for given $H(t)$, so $D = A - B$ is a solution. So are $D^\dagger$ and the product $D^\dagger D$, whose trace is

$$\operatorname{tr}(D^\dagger D) = \sum_i\sum_j |D_{ji}|^2 .$$

This trace is conserved and vanishes at $t_0$, hence always. A sum of non-negative terms that vanishes has only zero terms, so $D = 0$ and $A = B$ at all times. The code follows this order: `hD` is the equation for the difference, `hz` the vanishing trace and `hn` the sum of squares. Both solutions must belong to the same function $H(t)$, so the theorem does not compare two mean-field trajectories whose Fock matrices might differ.

```lean
/-- For Hermitian `H(t)`, two solutions of the von Neumann equation that agree at one time
agree at all times. -/
theorem solution_unique {H A B : ℝ → Matrix n n ℂ} (hH : ∀ t, (H t).IsHermitian)
    (hA : SolvesVonNeumann H A) (hB : SolvesVonNeumann H B) {t₀ : ℝ} (h₀ : A t₀ = B t₀)
    (t : ℝ) : A t = B t := by
  have hD : SolvesVonNeumann H (fun t => A t - B t) := by
    intro t i j
    have e : (-Complex.I) • (H t * A t - A t * H t) - (-Complex.I) • (H t * B t - B t * H t)
        = (-Complex.I) • (H t * (A t - B t) - (A t - B t) * H t) := by
      rw [Matrix.mul_sub, Matrix.sub_mul]
      module
    exact ((hA t i j).fun_sub (hB t i j)).congr_deriv (congrFun (congrFun e i) j)
  -- the squared Frobenius norm of the difference is conserved, hence zero
  have hz : ((A t - B t)ᴴ * (A t - B t)).trace = 0 := by
    have h := trace_conserved (solves_mul (solves_conjTranspose hH hD) hD) t t₀
    simpa [h₀] using h
  have hn : ((∑ i, ∑ j, Complex.normSq ((A t - B t) j i) : ℝ) : ℂ)
      = ((A t - B t)ᴴ * (A t - B t)).trace := by
    simp only [Matrix.trace, Matrix.diag_apply, Matrix.mul_apply, Matrix.conjTranspose_apply,
      Complex.ofReal_sum, Complex.normSq_eq_conj_mul_self, starRingEnd_apply]
  have hs := Complex.ofReal_eq_zero.mp (hn.trans hz)
  apply sub_eq_zero.mp
  ext j i
  have h1 := (Finset.sum_eq_zero_iff_of_nonneg (fun i _ =>
    Finset.sum_nonneg (fun j _ => Complex.normSq_nonneg _))).mp hs i (Finset.mem_univ i)
  have h2 := (Finset.sum_eq_zero_iff_of_nonneg (fun j _ =>
    Complex.normSq_nonneg _)).mp h1 j (Finset.mem_univ j)
  exact Complex.normSq_eq_zero.mp h2
```

If $P^2 = P$ at one time, then $P^2$ and $P$ are two solutions that agree at that time, so they agree always. For a Hermitian $P$ in an orthonormal spin-orbital basis, idempotency is the mark of a single Slater determinant.

```lean
/-- For Hermitian `H(t)`, a density matrix that is idempotent at one time is idempotent at
all times. -/
theorem idempotent_conserved {H P : ℝ → Matrix n n ℂ} (hH : ∀ t, (H t).IsHermitian)
    (hP : SolvesVonNeumann H P) {t₀ : ℝ} (h₀ : P t₀ * P t₀ = P t₀) (t : ℝ) :
    P t * P t = P t :=
  solution_unique hH (solves_mul hP hP) hP h₀ t
```

Comparing $P^\dagger$ with $P$ in the same way shows that a density matrix that is Hermitian at one time stays Hermitian.

```lean
/-- For Hermitian `H(t)`, a density matrix that is Hermitian at one time is Hermitian at
all times. -/
theorem hermitian_conserved {H P : ℝ → Matrix n n ℂ} (hH : ∀ t, (H t).IsHermitian)
    (hP : SolvesVonNeumann H P) {t₀ : ℝ} (h₀ : (P t₀).IsHermitian) (t : ℝ) :
    (P t).IsHermitian :=
  solution_unique hH (solves_conjTranspose hH hP) hP h₀ t
```

All three conclusions can fail when $H(t)$ is not Hermitian. Take

$$H(t) = \begin{pmatrix} 2i/t & 0\\ 0 & 0\end{pmatrix}\ (t \neq 0),\qquad H(0) = 0,\qquad P(t) = \begin{pmatrix} 0 & t^2\\ 0 & 0\end{pmatrix}.$$

For $t \neq 0$, the upper right entry of $-i[H,P]$ is $-i\,(2i/t)\,t^2 = 2t$, as required, and at $t = 0$ both sides vanish. This solution agrees with the zero solution at $t=0$ and at no other time. It is idempotent and Hermitian at $t = 0$ and neither afterwards. The traces of its powers are still constant. The example needs the singularity at $t=0$ as well: for continuous $H(t)$, the usual theory of linear differential equations gives uniqueness, and with it the conservation of idempotency, without Hermitian $H(t)$. Continuity does not save the Hermiticity of $P$: for the constant matrix $H = \begin{pmatrix} i & 0\\ 0 & 0\end{pmatrix}$, the solution $P(t) = \begin{pmatrix} 1 & e^{t}\\ e^{-t} & 1\end{pmatrix}$ is Hermitian only at $t=0$.

## An oscillating two-level system

Two levels of equal energy, taken as zero, with unit coupling have the Hamiltonian

$$H = \begin{pmatrix} 0 & 1\\ 1 & 0\end{pmatrix}.$$

```lean
/-- The Hamiltonian of two levels of equal energy with unit coupling. -/
def coupling : Matrix (Fin 2) (Fin 2) ℂ := !![0, 1; 1, 0]
```

A particle that starts in the first level has the normalised state $(\cos t, -i\sin t)$ and the density matrix

$$P(t) = \begin{pmatrix} \cos^2 t & i\sin t\cos t\\ -i\sin t\cos t & \sin^2 t\end{pmatrix}.$$

```lean
/-- A two-level density matrix with populations `cos² t` and `sin² t`. -/
def oscillating (t : ℝ) : Matrix (Fin 2) (Fin 2) ℂ :=
  !![Complex.cos t * Complex.cos t, Complex.I * (Complex.sin t * Complex.cos t);
     -Complex.I * (Complex.sin t * Complex.cos t), Complex.sin t * Complex.sin t]
```

With rows and columns numbered from 0, as in Lean, the commutator gives

$$\begin{aligned}
P_{00}' &= -i\,(P_{10} - P_{01}) = -2\sin t\cos t,\\
P_{01}' &= -i\,(P_{11} - P_{00}) = i\,(\cos^2 t - \sin^2 t),
\end{aligned}$$

and $P_{11}' = -P_{00}'$, $P_{10}' = -P_{01}'$. These are the derivatives of the entries above. At $t=0$ the matrix is diagonal with entries 1 and 0, hence idempotent. The proof writes out both products with $H$ and compares the four entries; the diagonal ones use $i^2 = -1$. The hypotheses of `idempotent_conserved` are thus met by a density matrix that really moves.

```lean
/-- The coupling is Hermitian, and the oscillating density matrix solves its von Neumann
equation and is idempotent at time zero. -/
theorem oscillating_witness :
    coupling.IsHermitian ∧ SolvesVonNeumann (fun _ => coupling) oscillating ∧
      oscillating 0 * oscillating 0 = oscillating 0 := by
  refine ⟨Matrix.IsHermitian.ext ?_, ?_, ?_⟩
  · intro i j
    fin_cases i <;> fin_cases j <;> simp [coupling]
  · intro t i j
    have hc := (Complex.hasDerivAt_cos (t : ℂ)).comp_ofReal
    have hs := (Complex.hasDerivAt_sin (t : ℂ)).comp_ofReal
    have hX : coupling * oscillating t
        = !![-Complex.I * (Complex.sin t * Complex.cos t), Complex.sin t * Complex.sin t;
             Complex.cos t * Complex.cos t, Complex.I * (Complex.sin t * Complex.cos t)] := by
      simp [coupling, oscillating]
    have hY : oscillating t * coupling
        = !![Complex.I * (Complex.sin t * Complex.cos t), Complex.cos t * Complex.cos t;
             Complex.sin t * Complex.sin t, -Complex.I * (Complex.sin t * Complex.cos t)] := by
      simp [coupling, oscillating]
    change HasDerivAt (fun s => oscillating s i j)
      (((-Complex.I) • (coupling * oscillating t - oscillating t * coupling)) i j) t
    rw [hX, hY]
    -- compare the four entries
    fin_cases i <;> fin_cases j
    · refine (hc.fun_mul hc).congr_deriv ?_
      change _ = -Complex.I * (-Complex.I * (Complex.sin t * Complex.cos t)
        - Complex.I * (Complex.sin t * Complex.cos t))
      linear_combination (-2 * Complex.sin t * Complex.cos t) * Complex.I_sq
    · refine ((hs.fun_mul hc).const_mul Complex.I).congr_deriv ?_
      change _ = -Complex.I * (Complex.sin t * Complex.sin t - Complex.cos t * Complex.cos t)
      ring
    · refine ((hs.fun_mul hc).const_mul (-Complex.I)).congr_deriv ?_
      change _ = -Complex.I * (Complex.cos t * Complex.cos t - Complex.sin t * Complex.sin t)
      ring
    · refine (hs.fun_mul hs).congr_deriv ?_
      change _ = -Complex.I * (Complex.I * (Complex.sin t * Complex.cos t)
        - -Complex.I * (Complex.sin t * Complex.cos t))
      linear_combination (2 * Complex.sin t * Complex.cos t) * Complex.I_sq
  · ext i j
    fin_cases i <;> fin_cases j <;>
      simp [oscillating, Matrix.mul_apply, Fin.sum_univ_succ]

end

end DensityMatrixEvolution
```

```lean
#print axioms DensityMatrixEvolution.trace_pow_conserved
#print axioms DensityMatrixEvolution.idempotent_conserved
#print axioms DensityMatrixEvolution.hermitian_conserved
```

```
'DensityMatrixEvolution.trace_pow_conserved' depends on axioms: [propext, Classical.choice, Quot.sound]
'DensityMatrixEvolution.idempotent_conserved' depends on axioms: [propext, Classical.choice, Quot.sound]
'DensityMatrixEvolution.hermitian_conserved' depends on axioms: [propext, Classical.choice, Quot.sound]
```
